# The potential of the energy density (Lap n)²/2 diverges at the cusp of an exponential density

A spherical density is described by its radial profile g, a real function of the distance r from the nucleus. Primes denote radial derivatives. The profile is smooth on the whole real line (`ContDiff ℝ ∞ g`), but g'(0) need not vanish, so the density in space may have a cusp at the nucleus.

In Lean 4 with Mathlib:

```lean
import Mathlib

open Filter Topology MeasureTheory Set
open scoped Real ContDiff

namespace LaplacianFunctionalCusp

noncomputable section
```

For r ≠ 0 the Laplacian is

Lap g = g'' + 2g'/r.

In `radialLap` the derivatives are Mathlib's `deriv`. The value at r = 0 has no physical meaning, and no result uses it.

```lean
/-- The Laplacian `g'' + 2 g' / r` of a spherical function with radial profile `g`,
for `r ≠ 0`. -/
def radialLap (g : ℝ → ℝ) (r : ℝ) : ℝ :=
  deriv (deriv g) r + 2 / r * deriv g r
```

The energy between radii a and b, with unit prefactor, is

E[g] = ∫ₐᵇ ½(Lap g)² 4πr² dr.

```lean
/-- The energy with density `(Laplacian n)^2 / 2` contained in the shell between the radii
`a` and `b`. -/
def shellEnergy (a b : ℝ) (g : ℝ → ℝ) : ℝ :=
  ∫ r in a..b, (radialLap g r) ^ 2 / 2 * (4 * π * r ^ 2)
```

The example is n(r) = exp(−kr), left unnormalised. A hydrogenic 1s density has this shape, with k = 2Z in atomic units for nuclear charge Z.

```lean
/-- The exponential density `exp (-k r)`. -/
def expDensity (k r : ℝ) : ℝ := Real.exp (-k * r)
```

## Two Laplacians of a radial profile

Differentiating once gives

(Lap g)' = g''' + 2g''/r − 2g'/r².

The proof applies the sum, product and quotient rules, and `ring` matches the terms.

```lean
/-- The radial derivative of the Laplacian of a smooth profile, away from the nucleus. -/
theorem hasDerivAt_radialLap {g : ℝ → ℝ} (hg : ContDiff ℝ ∞ g) {r : ℝ} (hr : r ≠ 0) :
    HasDerivAt (radialLap g)
      (deriv (deriv (deriv g)) r + 2 / r * (deriv (deriv g) r - r⁻¹ * deriv g r)) r := by
  obtain ⟨_, h1⟩ := contDiff_infty_iff_deriv.1 hg
  obtain ⟨d1, h2⟩ := contDiff_infty_iff_deriv.1 h1
  obtain ⟨d2, _⟩ := contDiff_infty_iff_deriv.1 h2
  have hinv := (hasDerivAt_const r (2 : ℝ)).fun_div (hasDerivAt_id' r) hr
  exact ((d2 r).hasDerivAt.fun_add (hinv.fun_mul (d1 r).hasDerivAt)).congr_deriv (by ring)
```

Differentiating again gives

(Lap g)'' = g'''' + 2g'''/r − 4g''/r² + 4g'/r³.

The first formula holds throughout a neighbourhood of any r ≠ 0, which is what `hev` records, so it may be differentiated there.

```lean
/-- The second radial derivative of the Laplacian of a smooth profile, away from the nucleus. -/
theorem hasDerivAt_deriv_radialLap {g : ℝ → ℝ} (hg : ContDiff ℝ ∞ g) {r : ℝ} (hr : r ≠ 0) :
    HasDerivAt (deriv (radialLap g))
      (deriv (deriv (deriv (deriv g))) r + 2 / r * deriv (deriv (deriv g)) r
        - 4 / r ^ 2 * deriv (deriv g) r + 4 / r ^ 3 * deriv g r) r := by
  obtain ⟨_, h1⟩ := contDiff_infty_iff_deriv.1 hg
  obtain ⟨d1, h2⟩ := contDiff_infty_iff_deriv.1 h1
  obtain ⟨d2, h3⟩ := contDiff_infty_iff_deriv.1 h2
  obtain ⟨d3, _⟩ := contDiff_infty_iff_deriv.1 h3
  have hev : deriv (radialLap g) =ᶠ[𝓝 r] fun s =>
      deriv (deriv (deriv g)) s + 2 / s * (deriv (deriv g) s - s⁻¹ * deriv g s) := by
    filter_upwards [isOpen_ne.mem_nhds hr] with s hs
    exact (hasDerivAt_radialLap hg hs).deriv
  refine HasDerivAt.congr_of_eventuallyEq ?_ hev
  have hinv := (hasDerivAt_const r (2 : ℝ)).fun_div (hasDerivAt_id' r) hr
  exact ((d3 r).hasDerivAt.fun_add (hinv.fun_mul ((d2 r).hasDerivAt.fun_sub
    ((hasDerivAt_inv hr).fun_mul (d1 r).hasDerivAt)))).congr_deriv (by ring)
```

Adding (2/r)(Lap g)' = 2g'''/r + 4g''/r² − 4g'/r³ cancels the terms in g'' and g':

Lap(Lap g) = g'''' + 4g'''/r.

```lean
/-- Away from the nucleus the double Laplacian of a smooth profile is `g'''' + 4 g''' / r`. -/
theorem radialLap_radialLap {g : ℝ → ℝ} (hg : ContDiff ℝ ∞ g) {r : ℝ} (hr : r ≠ 0) :
    radialLap (radialLap g) r =
      deriv (deriv (deriv (deriv g))) r + 4 / r * deriv (deriv (deriv g)) r := by
  change deriv (deriv (radialLap g)) r + 2 / r * deriv (radialLap g) r = _
  rw [(hasDerivAt_deriv_radialLap hg hr).deriv, (hasDerivAt_radialLap hg hr).deriv]
  ring
```

## The double Laplacian as a functional derivative

For two radial functions u and φ, the product rule gives

d/dr [4πr²(uφ' − u'φ)]
= 8πr(uφ' − u'φ) + 4πr²(uφ'' − u''φ)
= 4πr²(u Lap φ − φ Lap u).

This is Green's identity for spherical functions. The proof needs only r²·(2/r) = 2r, stated as `e`, beyond the product rule.

```lean
/-- Radial Green identity: `u Lap φ - φ Lap u`, weighted by the area of the sphere, is the
derivative of the flux `4 π r^2 (u φ' - u' φ)`. -/
theorem radial_green {u φ : ℝ → ℝ} {r : ℝ} (hr : r ≠ 0)
    (hu : DifferentiableAt ℝ u r) (hu' : DifferentiableAt ℝ (deriv u) r)
    (hφ : DifferentiableAt ℝ φ r) (hφ' : DifferentiableAt ℝ (deriv φ) r) :
    HasDerivAt (fun s => 4 * π * s ^ 2 * (u s * deriv φ s - deriv u s * φ s))
      (u r * radialLap φ r * (4 * π * r ^ 2) - radialLap u r * φ r * (4 * π * r ^ 2)) r := by
  have hsq : HasDerivAt (fun s : ℝ => 4 * π * s ^ 2) (8 * π * r) r :=
    ((hasDerivAt_pow 2 r).const_mul (4 * π)).congr_deriv (by push_cast; ring)
  have e : r ^ 2 * (2 / r) = 2 * r := by field_simp
  refine (hsq.fun_mul ((hu.hasDerivAt.fun_mul hφ'.hasDerivAt).fun_sub
    (hu'.hasDerivAt.fun_mul hφ.hasDerivAt))).congr_deriv ?_
  unfold radialLap
  linear_combination (-(4 * π * (u r * deriv φ r - deriv u r * φ r))) * e
```

Now vary the density to g + εφ. Since Lap is linear,

E[g + εφ] = E[g] + ε ∫ₐᵇ (Lap g)(Lap φ) 4πr² dr + ε² E[φ].

Let φ and φ' vanish at both ends, so that the variation causes no surface terms. Green's identity with u = Lap g then turns the linear coefficient into

∫ₐᵇ Lap(Lap g) φ 4πr² dr.

Thus Lap(Lap g) is the potential inside the shell. In the proof, `lin` is the linearity, `quad` the expansion in ε, and `green` the integrated identity; continuity on the shell supplies integrability.

The theorem requires 0 < a < b, so it says nothing about a contact term at the nucleus itself.

In a code with smooth basis functions χ_μ, the potential matrix element can be evaluated before this integration by parts, as ∫ (Lap n) Lap(χ_μ χ_ν) d³r, which avoids fourth derivatives of the density.

```lean
/-- The first variation of the shell energy is the integral of `Lap (Lap g)` against the
variation `φ`, if `φ` and its slope vanish at both ends of the shell. -/
theorem hasDerivAt_shellEnergy {g φ : ℝ → ℝ} (hg : ContDiff ℝ ∞ g) (hφ : ContDiff ℝ ∞ φ)
    {a b : ℝ} (ha : 0 < a) (hab : a < b) (ha0 : φ a = 0) (ha1 : deriv φ a = 0)
    (hb0 : φ b = 0) (hb1 : deriv φ b = 0) :
    HasDerivAt (fun ε => shellEnergy a b (fun r => g r + ε * φ r))
      (∫ r in a..b, radialLap (radialLap g) r * φ r * (4 * π * r ^ 2)) 0 := by
  obtain ⟨g0, g1⟩ := contDiff_infty_iff_deriv.1 hg
  obtain ⟨g1d, g2⟩ := contDiff_infty_iff_deriv.1 g1
  obtain ⟨_, g3⟩ := contDiff_infty_iff_deriv.1 g2
  obtain ⟨_, g4⟩ := contDiff_infty_iff_deriv.1 g3
  obtain ⟨p0, p1⟩ := contDiff_infty_iff_deriv.1 hφ
  obtain ⟨p1d, _⟩ := contDiff_infty_iff_deriv.1 p1
  have hpos : ∀ r ∈ uIcc a b, r ≠ 0 := fun r hr => by
    rw [uIcc_of_le hab.le] at hr
    exact (ha.trans_le hr.1).ne'
  have cA : ContinuousOn (radialLap g) (uIcc a b) := fun r hr =>
    (hasDerivAt_radialLap hg (hpos r hr)).continuousAt.continuousWithinAt
  have cB : ContinuousOn (radialLap φ) (uIcc a b) := fun r hr =>
    (hasDerivAt_radialLap hφ (hpos r hr)).continuousAt.continuousWithinAt
  have cV : ContinuousOn (radialLap (radialLap g)) (uIcc a b) :=
    (g4.continuous.continuousOn.add ((continuousOn_const.div continuousOn_id hpos).mul
      g3.continuous.continuousOn)).congr fun r hr => radialLap_radialLap hg (hpos r hr)
  have cw : ContinuousOn (fun r : ℝ => 4 * π * r ^ 2) (uIcc a b) := by fun_prop
  have iP : IntervalIntegrable (fun r => radialLap g r ^ 2 / 2 * (4 * π * r ^ 2)) volume a b :=
    (((cA.pow 2).div_const 2).mul cw).intervalIntegrable
  have iQ : IntervalIntegrable (fun r => radialLap g r * radialLap φ r * (4 * π * r ^ 2))
      volume a b := ((cA.mul cB).mul cw).intervalIntegrable
  have iR : IntervalIntegrable (fun r => radialLap φ r ^ 2 / 2 * (4 * π * r ^ 2)) volume a b :=
    (((cB.pow 2).div_const 2).mul cw).intervalIntegrable
  have iV : IntervalIntegrable (fun r => radialLap (radialLap g) r * φ r * (4 * π * r ^ 2))
      volume a b := ((cV.mul hφ.continuous.continuousOn).mul cw).intervalIntegrable
  -- the Laplacian is linear in the profile
  have lin : ∀ ε r, radialLap (fun s => g s + ε * φ s) r
      = radialLap g r + ε * radialLap φ r := fun ε r => by
    have e1 : deriv (fun s => g s + ε * φ s) = fun s => deriv g s + ε * deriv φ s :=
      funext fun s => ((g0 s).hasDerivAt.fun_add ((p0 s).hasDerivAt.const_mul ε)).deriv
    have e2 := ((g1d r).hasDerivAt.fun_add ((p1d r).hasDerivAt.const_mul ε)).deriv
    unfold radialLap
    rw [e1, e2]
    ring
  -- the energy is a quadratic polynomial in the strength of the variation
  have quad : (fun ε => shellEnergy a b (fun r => g r + ε * φ r)) = fun ε =>
      shellEnergy a b g + ε * (∫ r in a..b, radialLap g r * radialLap φ r * (4 * π * r ^ 2))
        + ε ^ 2 * shellEnergy a b φ := by
    funext ε
    unfold shellEnergy
    rw [← intervalIntegral.integral_const_mul, ← intervalIntegral.integral_const_mul,
      ← intervalIntegral.integral_add iP (iQ.const_mul ε),
      ← intervalIntegral.integral_add (iP.add (iQ.const_mul ε)) (iR.const_mul (ε ^ 2))]
    refine intervalIntegral.integral_congr fun r _ => ?_
    simp only [lin]
    ring
  -- Green's identity moves the Laplacian from the variation to the density
  have green := intervalIntegral.integral_eq_sub_of_hasDerivAt (fun r hr =>
    radial_green (hpos r hr) (hasDerivAt_radialLap hg (hpos r hr)).differentiableAt
      (hasDerivAt_deriv_radialLap hg (hpos r hr)).differentiableAt (p0 r) (p1d r)) (iQ.sub iV)
  rw [intervalIntegral.integral_sub iQ iV, ha0, ha1, hb0, hb1] at green
  rw [quad]
  refine ((((hasDerivAt_id' (0 : ℝ)).mul_const _).const_add _).fun_add
    (((hasDerivAt_id' (0 : ℝ)).fun_pow 2).mul_const _)).congr_deriv ?_
  simp only [mul_zero, sub_zero] at green
  simp
  linarith
```

## Behaviour at the nucleus

Multiplying the double Laplacian by r gives

r Lap(Lap g) = r g'''' + 4g''' → 4g'''(0) as r → 0⁺.

The right side is continuous at zero, and the filter `𝓝[>] 0` expresses the approach through positive radii.

```lean
/-- For every smooth profile, `r Lap (Lap g)` tends to `4 g'''(0)` at the nucleus. -/
theorem tendsto_mul_radialLap_radialLap {g : ℝ → ℝ} (hg : ContDiff ℝ ∞ g) :
    Tendsto (fun r => r * radialLap (radialLap g) r) (𝓝[>] 0)
      (𝓝 (4 * deriv (deriv (deriv g)) 0)) := by
  have h3 := (contDiff_infty_iff_deriv.1 (contDiff_infty_iff_deriv.1
    (contDiff_infty_iff_deriv.1 hg).2).2).2
  have h4 := (contDiff_infty_iff_deriv.1 h3).2
  have hc : Continuous fun r =>
      r * deriv (deriv (deriv (deriv g))) r + 4 * deriv (deriv (deriv g)) r :=
    (continuous_id'.mul h4.continuous).add (continuous_const.mul h3.continuous)
  have h := (hc.tendsto 0).mono_left (nhdsWithin_le_nhds (s := Ioi 0))
  simp only [zero_mul, zero_add] at h
  refine h.congr' ?_
  filter_upwards [self_mem_nhdsWithin] with r hr
  have hr' : r ≠ 0 := (mem_Ioi.1 hr).ne'
  rw [radialLap_radialLap hg hr']
  field_simp
```

If |Lap(Lap g)| ≤ M near the nucleus, then |r Lap(Lap g)| ≤ rM → 0. Uniqueness of limits forces g'''(0) = 0. The coefficient of 1/r is therefore set by the third derivative, not by the cusp slope: if a density equals 1 − kr in some region around the nucleus, its double Laplacian vanishes at every r ≠ 0 in that region, whatever the slope −k.

```lean
/-- If `Lap (Lap g)` stays bounded near the nucleus, the third radial derivative of the
profile vanishes there. -/
theorem third_deriv_eq_zero_of_bounded {g : ℝ → ℝ} (hg : ContDiff ℝ ∞ g) {M : ℝ}
    (hM : ∀ᶠ r in 𝓝[>] (0 : ℝ), |radialLap (radialLap g) r| ≤ M) :
    deriv (deriv (deriv g)) 0 = 0 := by
  have hc : Continuous fun r : ℝ => |r| * M := by fun_prop
  have h := (hc.tendsto 0).mono_left (nhdsWithin_le_nhds (s := Ioi 0))
  simp only [abs_zero, zero_mul] at h
  have h0 : Tendsto (fun r => r * radialLap (radialLap g) r) (𝓝[>] 0) (𝓝 0) := by
    refine squeeze_zero_norm' ?_ h
    filter_upwards [hM] with r hr
    rw [Real.norm_eq_abs, abs_mul]
    exact mul_le_mul_of_nonneg_left hr (abs_nonneg r)
  linarith [tendsto_nhds_unique (tendsto_mul_radialLap_radialLap hg) h0]
```

For the exponential, n''' = −k³n and n'''' = k⁴n, hence

Lap(Lap n) = (k⁴ − 4k³/r) exp(−kr).

This holds for every real k. The helper `dc` differentiates a constant multiple of n, and `simp` applies it repeatedly.

```lean
/-- The double Laplacian of `exp (-k r)` is `(k^4 - 4 k^3 / r) exp (-k r)` away from the
nucleus. -/
theorem radialLap_radialLap_expDensity (k : ℝ) {r : ℝ} (hr : r ≠ 0) :
    radialLap (radialLap (expDensity k)) r = (k ^ 4 - 4 * k ^ 3 / r) * expDensity k r := by
  have hs : ContDiff ℝ ∞ (expDensity k) := by
    unfold expDensity
    fun_prop
  have d : ∀ s, HasDerivAt (expDensity k) (-k * expDensity k s) s := fun s =>
    (((hasDerivAt_id' s).const_mul (-k)).exp).congr_deriv (by unfold expDensity; ring)
  have d1 : deriv (expDensity k) = fun s => -k * expDensity k s := funext fun s => (d s).deriv
  have dc : ∀ c, deriv (fun s => c * expDensity k s) = fun s => c * -k * expDensity k s :=
    fun c => funext fun s => (((d s).const_mul c).congr_deriv (by ring)).deriv
  rw [radialLap_radialLap hs hr]
  simp only [d1, dc]
  ring
```

It follows that

r Lap(Lap n) = (k⁴r − 4k³) exp(−kr) → −4k³.

For k > 0 this limit is negative. Multiplying by 1/r → +∞ sends the potential to −∞, written `atBot`. The two parts of the theorem are these two limits. For a density normalised to one electron, (k³/8π) exp(−kr), linearity changes the first limit to −k⁶/(2π).

This quadratic model with a single exponential density shows that a semilocal functional of the density Laplacian can contribute a term to the Kohn–Sham potential that diverges at the nucleus. The divergence here comes from the nonzero third radial derivative of the exponential, n'''(0) = −k³.

```lean
/-- At the cusp of `exp (-k r)` with `k > 0`, `r Lap (Lap n)` tends to `-4 k^3` and
`Lap (Lap n)` tends to minus infinity. -/
theorem potential_singular_at_cusp {k : ℝ} (hk : 0 < k) :
    Tendsto (fun r => r * radialLap (radialLap (expDensity k)) r) (𝓝[>] 0)
        (𝓝 (-4 * k ^ 3)) ∧
      Tendsto (radialLap (radialLap (expDensity k))) (𝓝[>] 0) atBot := by
  have hlim : Tendsto (fun r => r * radialLap (radialLap (expDensity k)) r) (𝓝[>] 0)
      (𝓝 (-4 * k ^ 3)) := by
    have hc : Continuous fun r : ℝ => (k ^ 4 * r - 4 * k ^ 3) * Real.exp (-k * r) := by
      fun_prop
    have h := (hc.tendsto 0).mono_left (nhdsWithin_le_nhds (s := Ioi 0))
    have e : (k ^ 4 * 0 - 4 * k ^ 3) * Real.exp (-k * 0) = -4 * k ^ 3 := by
      rw [mul_zero (-k), Real.exp_zero]
      ring
    rw [e] at h
    refine h.congr' ?_
    filter_upwards [self_mem_nhdsWithin] with r hr
    have hr' : r ≠ 0 := (mem_Ioi.1 hr).ne'
    rw [radialLap_radialLap_expDensity k hr', expDensity]
    field_simp
  refine ⟨hlim, ?_⟩
  -- divide the finite negative limit by `r`
  have hneg : -4 * k ^ 3 < 0 := by linarith [pow_pos hk 3]
  refine (tendsto_inv_nhdsGT_zero.atTop_mul_neg hneg hlim).congr' ?_
  filter_upwards [self_mem_nhdsWithin] with r hr
  exact inv_mul_cancel_left₀ (mem_Ioi.1 hr).ne' _

end

end LaplacianFunctionalCusp
```

```lean
#print axioms LaplacianFunctionalCusp.hasDerivAt_shellEnergy
#print axioms LaplacianFunctionalCusp.third_deriv_eq_zero_of_bounded
#print axioms LaplacianFunctionalCusp.potential_singular_at_cusp
```

```
'LaplacianFunctionalCusp.hasDerivAt_shellEnergy' depends on axioms: [propext, Classical.choice, Quot.sound]
'LaplacianFunctionalCusp.third_deriv_eq_zero_of_bounded' depends on axioms: [propext, Classical.choice, Quot.sound]
'LaplacianFunctionalCusp.potential_singular_at_cusp' depends on axioms: [propext, Classical.choice, Quot.sound]
```
